# The group average of every symmetric tensor is isotropic exactly when the orthogonal action is irreducible

Let $G$ be a finite group acting on $\mathbb{R}^d$ by real matrices $D(g)$, with $D(gh)=D(g)D(h)$, $D(e)=1$ for the identity $e$, and $D(g)D(g)^T=1$. For a real $d\times d$ matrix $W$ put
$$\overline W=\frac{1}{|G|}\sum_{g\in G}D(g)\,W\,D(g)^T .$$
Then $\overline W$ is a multiple of the identity for every symmetric $W$ if and only if the action is irreducible, meaning that the only subspaces mapped into themselves by all $D(g)$ are $0$ and $\mathbb{R}^d$. The same equivalence holds when $W$ runs only over uniaxial tensors $a_T 1+(a_L-a_T)\,vv^T$ with unit axis $v$ and fixed $a_L\neq a_T$. Here $a_L$ and $a_T$ are inverse masses along and across the axis, and for $d\ge2$ their inequality makes the valley anisotropic.

## Replacing valley mass tensors by one number

For parabolic, equally populated valleys, with $W$ the inverse effective-mass tensor of one valley and $D(g)WD(g)^T$ those of its symmetry images, a single averaged inverse mass reproduces $\overline W$ in every direction exactly when $\overline W$ is scalar. Irreducibility guarantees that it is, whatever symmetric $W$ is supplied. For a reducible action and any fixed $a_L\neq a_T$, some axis of a uniaxial valley gives an anisotropic average.

## Commutation, eigenspaces and rank-one tensors

Three properties of the average come first. As $g$ runs over $G$ so does $hg$, hence
$$D(h)\overline W D(h)^T=\frac1{|G|}\sum_g D(hg)WD(hg)^T=\overline W .$$
Multiplying on the right by $D(h)$ and using $D(h)^TD(h)=1$ gives $D(h)\overline W=\overline W D(h)$. Since $(D(g)WD(g)^T)^T=D(g)W^TD(g)^T$, a symmetric $W$ has a symmetric average. Cyclicity of the trace gives $\operatorname{tr}\overline W=\operatorname{tr}W$.

Suppose the action is irreducible, $W$ symmetric and $d\ge1$. Then $\overline W v=cv$ for some real $c$ and $v\ne0$. If $(\overline W-c1)x=0$, then $(\overline W-c1)D(g)x=D(g)(\overline W-c1)x=0$. The eigenspace is invariant and nonzero, hence everything, and $\overline W=c1$.

Conversely, let $U\neq0$ be invariant, take $v\in U$ nonzero, and suppose $\overline{vv^T}=c1$. The trace equals $v\cdot v\neq0$, so $c\neq0$. For any $x$,
$$cx=\frac1{|G|}\sum_g\big(v\cdot D(g)^Tx\big)\,D(g)v\in U ,$$
so $x\in U$ and $U=\mathbb{R}^d$.

For a uniaxial tensor the average is $a_T1+(a_L-a_T)\overline{vv^T}$. If it equals $c1$, then $\overline{vv^T}=\frac{c-a_T}{a_L-a_T}1$, and the previous argument applies to the unit vector $v=w/\sqrt{w\cdot w}$ built from any nonzero $w\in U$.

Symmetry of $W$ enters through the real eigenvector. Take the quarter turn $J=\begin{pmatrix}0&-1\\1&0\end{pmatrix}$ and the group of its powers $J^k$. With components numbered $0,1$, any plane vectors $x$, $v$ satisfy $(v\cdot v)\,x=(x_0v_0+x_1v_1)\,v+(x_1v_0-x_0v_1)\,Jv$, so an invariant subspace containing $v\ne0$ is the plane. Yet $J^kJ(J^k)^T=J$, so $\overline J=J$, whose entry $J_{10}=1$ is off-diagonal. For an action irreducible over $\mathbb{C}$, Schur's lemma makes every commuting matrix scalar. The real analogue fails for $J$: this action is irreducible over $\mathbb{R}$ but not over $\mathbb{C}$, where $J$ has eigenvectors $(1,\mp i)$.

## The Lean file

```lean
import Mathlib

open Matrix

namespace ValleyAveragingIrreducible

noncomputable section

variable {G n : Type*} [Group G] [Fintype G] [Fintype n] [DecidableEq n]

/-- Every symmetry operation acts by an orthogonal matrix. -/
def IsOrthogonalRep (D : G →* Matrix n n ℝ) : Prop := ∀ g, D g * (D g)ᵀ = 1

/-- Average of the rotated tensor `R W Rᵀ` over all symmetry operations. -/
def valleyAverage (D : G →* Matrix n n ℝ) (W : Matrix n n ℝ) : Matrix n n ℝ :=
  (Fintype.card G : ℝ)⁻¹ • ∑ g, D g * W * (D g)ᵀ

/-- The subspace `U` is mapped into itself by every symmetry operation. -/
def IsInvariant (D : G →* Matrix n n ℝ) (U : Submodule ℝ (n → ℝ)) : Prop :=
  ∀ g, ∀ v ∈ U, D g *ᵥ v ∈ U

/-- The only invariant subspaces are zero and the whole space. -/
def NoProperInvariant (D : G →* Matrix n n ℝ) : Prop :=
  ∀ U, IsInvariant D U → U = ⊥ ∨ U = ⊤

/-- A tensor is isotropic if it is a multiple of the identity. -/
def IsScalar (M : Matrix n n ℝ) : Prop := ∃ c : ℝ, M = c • (1 : Matrix n n ℝ)

/-- Uniaxial tensor `aT 1 + (aL - aT) v vᵀ` with longitudinal and transverse inverse
masses `aL`, `aT` and axis `v`. -/
def uniaxial (aL aT : ℝ) (v : n → ℝ) : Matrix n n ℝ :=
  aT • (1 : Matrix n n ℝ) + (aL - aT) • vecMulVec v v

/-- The averaged tensor commutes with every symmetry operation. -/
theorem average_commutes {D : G →* Matrix n n ℝ} (hD : IsOrthogonalRep D)
    (W : Matrix n n ℝ) (h : G) :
    D h * valleyAverage D W = valleyAverage D W * D h := by
  -- left multiplication by `h` permutes the terms of the sum
  have hconj : D h * valleyAverage D W * (D h)ᵀ = valleyAverage D W := by
    unfold valleyAverage
    rw [mul_smul_comm, smul_mul_assoc, Finset.mul_sum, Finset.sum_mul]
    congr 1
    exact Fintype.sum_equiv (Equiv.mulLeft h) _ _
      (fun g => by simp [map_mul, transpose_mul, mul_assoc])
  have h1 : (D h)ᵀ * D h = 1 := mul_eq_one_comm.mp (hD h)
  calc D h * valleyAverage D W = D h * valleyAverage D W * ((D h)ᵀ * D h) := by
        rw [h1, mul_one]
    _ = valleyAverage D W * D h := by rw [← mul_assoc, hconj]

/-- The average of a symmetric tensor is symmetric. -/
theorem average_isSymm (D : G →* Matrix n n ℝ) {W : Matrix n n ℝ} (hW : W.IsSymm) :
    (valleyAverage D W).IsSymm := by
  show (valleyAverage D W)ᵀ = valleyAverage D W
  unfold valleyAverage
  rw [transpose_smul, transpose_sum]
  congr 1
  refine Finset.sum_congr rfl fun g _ => ?_
  rw [transpose_mul, transpose_mul, transpose_transpose, hW.eq, mul_assoc]

/-- Averaging preserves the trace. -/
theorem trace_average {D : G →* Matrix n n ℝ} (hD : IsOrthogonalRep D) (W : Matrix n n ℝ) :
    (valleyAverage D W).trace = W.trace := by
  have hc : (Fintype.card G : ℝ) ≠ 0 := Nat.cast_ne_zero.mpr Fintype.card_ne_zero
  have hg : ∀ g, (D g * W * (D g)ᵀ).trace = W.trace := fun g => by
    rw [trace_mul_cycle, mul_eq_one_comm.mp (hD g), one_mul]
  unfold valleyAverage
  rw [trace_smul, trace_sum]
  simp only [hg, Finset.sum_const, Finset.card_univ, nsmul_eq_mul, smul_eq_mul]
  rw [← mul_assoc, inv_mul_cancel₀ hc, one_mul]

/-- If the average of `v vᵀ` is isotropic for a nonzero `v` in an invariant subspace,
that subspace is the whole space. -/
theorem eq_top_of_rankOne_scalar {D : G →* Matrix n n ℝ} (hD : IsOrthogonalRep D)
    {U : Submodule ℝ (n → ℝ)} (hU : IsInvariant D U) {v : n → ℝ} (hv : v ∈ U) (hv0 : v ≠ 0)
    (h : IsScalar (valleyAverage D (vecMulVec v v))) : U = ⊤ := by
  obtain ⟨c, hc⟩ := h
  -- the trace `v ⬝ v` is nonzero, so `c ≠ 0`
  have hc0 : c ≠ 0 := by
    rintro rfl
    have ht := trace_average hD (vecMulVec v v)
    rw [hc, zero_smul, trace_zero] at ht
    exact hv0 (dotProduct_self_eq_zero.mp ht.symm)
  have hP : ∀ y, vecMulVec v v *ᵥ y = (v ⬝ᵥ y) • v := fun y => by
    ext i
    simp only [mulVec, dotProduct, vecMulVec_apply, Pi.smul_apply, smul_eq_mul, Finset.sum_mul]
    exact Finset.sum_congr rfl fun j _ => by ring
  refine Submodule.eq_top_iff'.mpr fun x => ?_
  -- the average maps every vector into `U`
  have hx : toLin' (valleyAverage D (vecMulVec v v)) x ∈ U := by
    rw [valleyAverage, map_smul, map_sum, LinearMap.smul_apply, LinearMap.sum_apply]
    refine U.smul_mem _ (U.sum_mem fun g _ => ?_)
    rw [toLin'_apply, ← mulVec_mulVec, ← mulVec_mulVec, hP]
    exact hU g _ (U.smul_mem _ hv)
  rw [hc, map_smul, toLin'_one, LinearMap.smul_apply, LinearMap.id_apply] at hx
  exact (U.smul_mem_iff hc0).mp hx

/-- The average is isotropic for every real symmetric tensor exactly when there is no
invariant subspace besides zero and the whole space. -/
theorem average_scalar_iff {D : G →* Matrix n n ℝ} (hD : IsOrthogonalRep D) :
    (∀ W : Matrix n n ℝ, W.IsSymm → IsScalar (valleyAverage D W)) ↔ NoProperInvariant D := by
  constructor
  · intro h U hU
    by_cases hb : U = ⊥
    · exact Or.inl hb
    obtain ⟨v, hv, hv0⟩ := Submodule.exists_mem_ne_zero_of_ne_bot hb
    refine Or.inr (eq_top_of_rankOne_scalar hD hU hv hv0 (h _ ?_))
    show (vecMulVec v v)ᵀ = vecMulVec v v
    ext i j
    exact mul_comm _ _
  · intro hirr W hW
    rcases isEmpty_or_nonempty n with he | ⟨⟨j⟩⟩
    · exact ⟨0, by ext i; exact isEmptyElim i⟩
    have hcomm := average_commutes hD W
    have hs := average_isSymm D hW
    generalize valleyAverage D W = A at hcomm hs ⊢
    have hH : A.IsHermitian := by
      unfold IsHermitian
      rw [conjTranspose_eq_transpose_of_trivial]
      exact hs
    -- a real eigenvector of the symmetric average
    obtain ⟨c, v, hv0, hv⟩ : ∃ (c : ℝ) (v : n → ℝ), v ≠ 0 ∧ A *ᵥ v = c • v := by
      refine ⟨_, _, ?_, hH.mulVec_eigenvectorBasis j⟩
      intro h0
      apply hH.eigenvectorBasis.orthonormal.ne_zero j
      ext i
      exact congrFun h0 i
    -- its eigenspace is invariant
    have hinv : IsInvariant D (LinearMap.ker (toLin' (A - c • (1 : Matrix n n ℝ)))) := by
      intro g x hx
      rw [LinearMap.mem_ker, toLin'_apply] at hx ⊢
      have hB : (A - c • (1 : Matrix n n ℝ)) * D g = D g * (A - c • (1 : Matrix n n ℝ)) := by
        rw [sub_mul, mul_sub, hcomm g, smul_mul_assoc, mul_smul_comm, one_mul, mul_one]
      rw [mulVec_mulVec, hB, ← mulVec_mulVec, hx, mulVec_zero]
    have hmem : v ∈ LinearMap.ker (toLin' (A - c • (1 : Matrix n n ℝ))) := by
      rw [LinearMap.mem_ker, map_sub, map_smul, toLin'_one, LinearMap.sub_apply,
        LinearMap.smul_apply, LinearMap.id_apply, toLin'_apply, hv, sub_self]
    rcases hirr _ hinv with h | h
    · rw [h] at hmem
      exact absurd ((Submodule.mem_bot ℝ).mp hmem) hv0
    · exact ⟨c, sub_eq_zero.mp
        ((LinearEquiv.map_eq_zero_iff toLin').mp (LinearMap.ker_eq_top.mp h))⟩

/-- For fixed `aL ≠ aT`, the average of the uniaxial tensor is isotropic for every unit
axis exactly when there is no invariant subspace besides zero and the whole space. -/
theorem uniaxial_scalar_iff {D : G →* Matrix n n ℝ} (hD : IsOrthogonalRep D) {aL aT : ℝ}
    (ha : aL ≠ aT) :
    (∀ v : n → ℝ, v ⬝ᵥ v = 1 → IsScalar (valleyAverage D (uniaxial aL aT v))) ↔
      NoProperInvariant D := by
  constructor
  · intro h U hU
    by_cases hb : U = ⊥
    · exact Or.inl hb
    obtain ⟨w, hw, hw0⟩ := Submodule.exists_mem_ne_zero_of_ne_bot hb
    have hnn : 0 ≤ w ⬝ᵥ w := Finset.sum_nonneg fun i _ => mul_self_nonneg _
    have hne : w ⬝ᵥ w ≠ 0 := fun h0 => hw0 (dotProduct_self_eq_zero.mp h0)
    obtain ⟨v, hv, hv1⟩ : ∃ v ∈ U, v ⬝ᵥ v = 1 := by
      refine ⟨(Real.sqrt (w ⬝ᵥ w))⁻¹ • w, U.smul_mem _ hw, ?_⟩
      rw [smul_dotProduct, dotProduct_smul, smul_eq_mul, smul_eq_mul, ← mul_assoc, ← mul_inv,
        Real.mul_self_sqrt hnn, inv_mul_cancel₀ hne]
    have hv0 : v ≠ 0 := by
      rintro rfl
      simp at hv1
    have hc : (Fintype.card G : ℝ) ≠ 0 := Nat.cast_ne_zero.mpr Fintype.card_ne_zero
    have hg : ∀ g, D g * uniaxial aL aT v * (D g)ᵀ =
        aT • (1 : Matrix n n ℝ) + (aL - aT) • (D g * vecMulVec v v * (D g)ᵀ) := fun g => by
      have h1 : D g * (D g)ᵀ = 1 := hD g
      simp only [uniaxial, mul_add, add_mul, mul_smul_comm, smul_mul_assoc, mul_one, h1]
    -- only the anisotropic part is changed by averaging
    have hlin : valleyAverage D (uniaxial aL aT v) =
        aT • (1 : Matrix n n ℝ) + (aL - aT) • valleyAverage D (vecMulVec v v) := by
      unfold valleyAverage
      simp only [hg]
      rw [Finset.sum_add_distrib, Finset.sum_const, Finset.card_univ, ← Finset.smul_sum,
        smul_add, ← Nat.cast_smul_eq_nsmul ℝ, inv_smul_smul₀ hc, smul_comm _ (aL - aT)]
    obtain ⟨c, hc'⟩ := h v hv1
    rw [hlin] at hc'
    have hsub := eq_sub_of_add_eq' hc'
    refine Or.inr (eq_top_of_rankOne_scalar hD hU hv hv0 ⟨(aL - aT)⁻¹ * (c - aT), ?_⟩)
    rw [mul_smul, sub_smul c aT, ← hsub, inv_smul_smul₀ (sub_ne_zero.mpr ha)]
  · intro hirr v _
    refine (average_scalar_iff hD).mpr hirr _ ?_
    have hP : (vecMulVec v v)ᵀ = vecMulVec v v := by
      ext i j
      exact mul_comm _ _
    show (uniaxial aL aT v)ᵀ = uniaxial aL aT v
    simp only [uniaxial, transpose_add, transpose_smul, transpose_one, hP]

/-- Rotation of the plane by a right angle. -/
def quarterTurn : Matrix (Fin 2) (Fin 2) ℝ := !![0, -1; 1, 0]

/-- The fourfold rotation group of the plane, acting by powers of the quarter turn. -/
def fourfold : Multiplicative (ZMod 4) →* Matrix (Fin 2) (Fin 2) ℝ where
  toFun g := quarterTurn ^ g.toAdd.val
  map_one' := pow_zero _
  map_mul' a b := by
    have h2 : quarterTurn * quarterTurn = -1 := by
      ext i j
      fin_cases i <;> fin_cases j <;> simp [quarterTurn, Matrix.mul_apply, Fin.sum_univ_succ]
    have h4 : quarterTurn ^ 4 = 1 :=
      calc quarterTurn ^ 4 = (quarterTurn * quarterTurn) * (quarterTurn * quarterTurn) := by
            simp [pow_succ, mul_assoc]
        _ = 1 := by rw [h2]; simp
    show quarterTurn ^ (a.toAdd + b.toAdd).val =
      quarterTurn ^ a.toAdd.val * quarterTurn ^ b.toAdd.val
    rw [ZMod.val_add, ← pow_add]
    exact (pow_eq_pow_mod _ h4).symm

/-- The fourfold rotation group is orthogonal with no invariant subspace besides zero and
the plane, while the average of the quarter-turn matrix is not isotropic. -/
theorem fourfold_witness : IsOrthogonalRep fourfold ∧ NoProperInvariant fourfold ∧
    ¬ IsScalar (valleyAverage fourfold quarterTurn) := by
  have hJ : quarterTurn * quarterTurnᵀ = 1 := by
    ext i j
    fin_cases i <;> fin_cases j <;> simp [quarterTurn, Matrix.mul_apply, Fin.sum_univ_succ]
  have hk : ∀ k : ℕ, quarterTurn ^ k * (quarterTurn ^ k)ᵀ = 1 := fun k => by
    induction k with
    | zero => simp
    | succ k ih =>
      rw [pow_succ, transpose_mul, mul_assoc, ← mul_assoc quarterTurn, hJ, one_mul, ih]
  refine ⟨fun g => hk _, fun U hU => ?_, ?_⟩
  · by_cases hb : U = ⊥
    · exact Or.inl hb
    obtain ⟨v, hv, hv0⟩ := Submodule.exists_mem_ne_zero_of_ne_bot hb
    have e : fourfold (Multiplicative.ofAdd 1) = quarterTurn := by
      show quarterTurn ^ 1 = quarterTurn
      exact pow_one _
    have hJv := hU (Multiplicative.ofAdd 1) v hv
    rw [e] at hJv
    have hne : v ⬝ᵥ v ≠ 0 := fun h0 => hv0 (dotProduct_self_eq_zero.mp h0)
    refine Or.inr (Submodule.eq_top_iff'.mpr fun x => (U.smul_mem_iff hne).mp ?_)
    have hx : (v ⬝ᵥ v) • x = (x 0 * v 0 + x 1 * v 1) • v +
        (x 1 * v 0 - x 0 * v 1) • (quarterTurn *ᵥ v) := by
      ext i
      fin_cases i <;> simp [quarterTurn, dotProduct, Fin.sum_univ_two] <;> ring
    rw [hx]
    exact U.add_mem (U.smul_mem _ hv) (U.smul_mem _ hJv)
  · have hg : ∀ g, fourfold g * quarterTurn * (fourfold g)ᵀ = quarterTurn := fun g => by
      show quarterTurn ^ g.toAdd.val * quarterTurn * (quarterTurn ^ g.toAdd.val)ᵀ = quarterTurn
      rw [← pow_succ, pow_succ', mul_assoc, hk, mul_one]
    have hc : (Fintype.card (Multiplicative (ZMod 4)) : ℝ) ≠ 0 :=
      Nat.cast_ne_zero.mpr Fintype.card_ne_zero
    rintro ⟨c, h⟩
    unfold valleyAverage at h
    simp only [hg] at h
    rw [Finset.sum_const, Finset.card_univ, ← Nat.cast_smul_eq_nsmul ℝ,
      inv_smul_smul₀ hc] at h
    have h10 := congrFun (congrFun h 1) 0
    simp [quarterTurn] at h10

end

end ValleyAveragingIrreducible
```

```lean
#print axioms ValleyAveragingIrreducible.average_scalar_iff
#print axioms ValleyAveragingIrreducible.uniaxial_scalar_iff
```

```
'ValleyAveragingIrreducible.average_scalar_iff' depends on axioms: [propext, Classical.choice, Quot.sound]
'ValleyAveragingIrreducible.uniaxial_scalar_iff' depends on axioms: [propext, Classical.choice, Quot.sound]
```

## From Lean objects to valley physics

The action is `D : G →* Matrix n n ℝ`, where the finite type `n` labels the $d$ Cartesian directions. `D` need not be injective, and a finite matrix group is covered by its inclusion map. `IsOrthogonalRep` is $D(g)D(g)^T=1$, `valleyAverage` is $\overline W$, `IsInvariant` says $D(g)U\subseteq U$, `NoProperInvariant` is irreducibility, `IsScalar` means equal to $c1$ for some real $c$, and `vecMulVec v v` inside `uniaxial` is $vv^T$. The definition of `uniaxial` accepts any `v`; reading `aL` as the inverse mass along the axis presumes $v\cdot v=1$, the case taken in `uniaxial_scalar_iff`. The equivalences are `average_scalar_iff` and `uniaxial_scalar_iff`; `fourfold_witness` states that the integers modulo four, acting by powers of `quarterTurn`, are orthogonal and irreducible while $\overline J$ is not scalar. Empty `n` is allowed, and for $d\le1$ both sides of each equivalence are true.

In `average_commutes` the substitution $g\mapsto hg$ is `Equiv.mulLeft h`. `average_isSymm` and `trace_average` work term by term, the latter through `trace_mul_cycle`. `eq_top_of_rankOne_scalar` is the rank-one argument: `hc0` obtains $c\ne0$ from the trace, `hP` is $vv^Ty=(v\cdot y)v$, and `hx` places the image in $U$. The irreducible direction of `average_scalar_iff` takes its eigenvector from `hH.mulVec_eigenvectorBasis j`, shows in `hinv` that the kernel of $\overline W-c1$ is invariant, and excludes the zero subspace by `hmem`. In `uniaxial_scalar_iff`, `hlin` is the splitting of the average, and the other direction follows from the main theorem because uniaxial tensors are symmetric. In the witness, `hx` is the two-term expansion and `hg` is $J^kJ(J^k)^T=J$.

## Limits for a simulation code

The equivalences quantify over all tensors or all axes. A reducible action can still average a particular tensor to a scalar, $W=1$ for instance, so one isotropic output does not establish irreducibility.

Orthogonality is assumed. Symmetry operations written in lattice coordinates are generally not orthogonal and need conversion to a Cartesian frame. The sum runs over a complete group with equal weights, so unequal valley populations and incomplete operation lists are not covered. The tensor $W$ is given, not derived from a band structure, and $a_L$, $a_T$ may have either sign. Arithmetic is exact: there is no bound for rounding or for weakly broken symmetry. No three-dimensional point group is shown to be irreducible.

The theorems give existence of $c$ without naming it; taking traces in $\overline W=c1$ yields $c=\operatorname{tr}W/d$ for $d\ge1$, that is $(a_L+(d-1)a_T)/d$ for a uniaxial valley, a consequence of `trace_average` that the file does not state.
